# Two symmetric interaction kernels give every neutral density change the same second-order energy exactly when they differ by a term gᵢ + gⱼ

The theorem `same_neutral_form_iff` concerns two real symmetric matrices `K` and `L` over a finite index set, read as interaction kernels. A density change is a real vector `u`, neutral if its entries sum to zero, and the quadratic form ⟨u, K u⟩ is twice its second-order interaction energy. The theorem says that `K` and `L` have equal forms on all neutral `u` if and only if `K` is `L` plus a matrix with entries `g i + g j`, for some real vector `g`. The proof applies the case of a single kernel with vanishing form, `neutral_form_zero_iff`, to `K - L`, and then rewrites the differences as equations between `K` and `L`.

This version doesn't compile in Lean 4 with Mathlib:

```lean
import Mathlib

open Matrix

namespace SameNeutralFormIff

variable {n : Type*} [Fintype n]

/-- The quadratic form `⟨u, K u⟩` of a kernel `K` in a density change `u`,
which is twice the second-order interaction energy. -/
def kernelForm (K : Matrix n n ℝ) (u : n → ℝ) : ℝ := u ⬝ᵥ K *ᵥ u

/-- The separable kernel with entries `g i + g j`. -/
def separableKernel (g : n → ℝ) : Matrix n n ℝ := Matrix.of fun i j => g i + g j

/-- The potential that a separable kernel produces from a density change `u` is
`g` times the total charge of `u`, plus a constant. -/
theorem separableKernel_potential (g u : n → ℝ) (i : n) :
    (separableKernel g *ᵥ u) i = g i * ∑ j, u j + g ⬝ᵥ u := by
  simp only [separableKernel, Matrix.mulVec, dotProduct, Matrix.of_apply, add_mul,
    Finset.sum_add_distrib, Finset.mul_sum]

/-- The quadratic form of a separable kernel is twice the total charge of `u`
times the overlap of `g` with `u`. -/
theorem kernelForm_separableKernel (g u : n → ℝ) :
    kernelForm (separableKernel g) u = 2 * (∑ i, u i) * (g ⬝ᵥ u) := by
  calc kernelForm (separableKernel g) u
      = ∑ i, u i * (g i * ∑ j, u j + g ⬝ᵥ u) :=
        Finset.sum_congr rfl fun i _ => by rw [separableKernel_potential]
    _ = ∑ i, (g i * u i * (∑ j, u j) + u i * (g ⬝ᵥ u)) :=
        Finset.sum_congr rfl fun i _ => by ring
    _ = 2 * (∑ i, u i) * (g ⬝ᵥ u) := by
        rw [Finset.sum_add_distrib, ← Finset.sum_mul, ← Finset.sum_mul]
        simp only [dotProduct]
        ring

/-- If the quadratic form of a symmetric kernel vanishes on all neutral density changes,
then the kernel does not couple any two neutral density changes. -/
theorem neutral_coupling_eq_zero {K : Matrix n n ℝ} (hK : K.IsSymm)
    (h : ∀ u : n → ℝ, ∑ i, u i = 0 → kernelForm K u = 0)
    {u v : n → ℝ} (hu : ∑ i, u i = 0) (hv : ∑ i, v i = 0) :
    u ⬝ᵥ K *ᵥ v = 0 := by
  have hsymm : v ⬝ᵥ K *ᵥ u = u ⬝ᵥ K *ᵥ v := by
    rw [Matrix.dotProduct_mulVec, ← Matrix.mulVec_transpose, hK.eq, dotProduct_comm]
  -- polarization: compare the forms of u + v, u and v
  have huv := h (u + v) (by simp [Finset.sum_add_distrib, hu, hv])
  have h1 := h u hu
  have h2 := h v hv
  simp only [kernelForm, Matrix.mulVec_add, add_dotProduct, dotProduct_add] at huv h1 h2
  linarith

/-- The quadratic form of a symmetric kernel vanishes on every neutral density change
if and only if the kernel has the form `K i j = g i + g j`. -/
theorem neutral_form_zero_iff {K : Matrix n n ℝ} (hK : K.IsSymm) :
    (∀ u : n → ℝ, ∑ i, u i = 0 → kernelForm K u = 0) ↔
      ∃ g : n → ℝ, K = separableKernel g := by
  classical
  constructor
  · intro h
    rcases isEmpty_or_nonempty n with hn | ⟨⟨k⟩⟩
    · exact ⟨0, by ext i; exact hn.elim i⟩
    · refine ⟨fun i => K i k - K k k / 2, ?_⟩
      ext i j
      -- move a unit charge from the reference point k to i, and from k to j
      have neutral : ∀ a : n,
          ∑ x, (Pi.single a (1 : ℝ) - Pi.single k 1 : n → ℝ) x = 0 := by
        intro a
        simp [Finset.sum_sub_distrib]
      have hij := neutral_coupling_eq_zero hK h (neutral i) (neutral j)
      simp [Matrix.mulVec_sub, sub_dotProduct, dotProduct_sub] at hij
      have hs : K k j = K j k := hK.apply j k
      simp only [separableKernel, Matrix.of_apply]
      linarith
  · rintro ⟨g, rfl⟩ u hu
    rw [kernelForm_separableKernel, hu]
    ring

/-- Two symmetric kernels have the same quadratic form on all neutral density changes
if and only if they differ by a separable kernel. -/
theorem same_neutral_form_iff {K L : Matrix n n ℝ} (hK : K.IsSymm) (hL : L.IsSymm) :
    (∀ u : n → ℝ, ∑ i, u i = 0 → kernelForm K u = kernelForm L u) ↔
      ∃ g : n → ℝ, K = L + separableKernel g := by
  have hsub : ∀ u, kernelForm (K - L) u = kernelForm K u - kernelForm L u := by
    intro u
    simp only [kernelForm, Matrix.sub_mulVec, dotProduct_sub]
  have main := neutral_form_zero_iff (hK.sub hL)
  simp only [hsub, sub_eq_zero, sub_eq_iff_eq_add'] at main
  exact main

end SameNeutralFormIff
```

The compiler's answer:

```
Main.lean:88:2: error: Type mismatch
  main
has type
  (∀ (u : n → ℝ), ∑ i, u i = 0 → kernelForm K u = kernelForm L u + 0) ↔ ∃ g, K = L + separableKernel g
but is expected to have type
  (∀ (u : n → ℝ), ∑ i, u i = 0 → kernelForm K u = kernelForm L u) ↔ ∃ g, K = L + separableKernel g
Main.lean:87:19: warning: This simp argument is unused:
  sub_eq_zero

Hint: Omit it from the simp argument list.
  [apply] simp only [hsub, sub_eq_iff_eq_add'] at main

Note: This linter can be disabled with `set_option linter.unusedSimpArgs false`
```

Cause. The error says that `main` has `kernelForm L u + 0` where the goal has `kernelForm L u`. After `hsub`, the left side of `main` contains `kernelForm K u - kernelForm L u = 0`. Two of the lemmas given to `simp only` fit this equation: `sub_eq_zero`, which would give the wanted form, and `sub_eq_iff_eq_add'`, which turns `a - b = c` into `a = b + c`. Lean used the second, with `c` equal to `0`, and so left the `+ 0`. No lemma in the list removes it, and `exact` does not accept the two statements as the same.

The warning confirms this: `sub_eq_zero` was never used. The other lemma is still needed on the right side, where it turns `K - L = separableKernel g` into `K = L + separableKernel g`.

The cure is to add `add_zero`, which simplifies `kernelForm L u + 0` to `kernelForm L u`, so that `main` matches the goal. Dropping the unused `sub_eq_zero` is mere tidying.

As a diff, the version that Lean accepts:

```diff
@@ -85,5 +85,5 @@
     simp only [kernelForm, Matrix.sub_mulVec, dotProduct_sub]
   have main := neutral_form_zero_iff (hK.sub hL)
-  simp only [hsub, sub_eq_zero, sub_eq_iff_eq_add'] at main
+  simp only [hsub, sub_eq_iff_eq_add', add_zero] at main
   exact main
 
```
